# The libration force constant of a point-charge molecule in a uniform field

Let a molecule with fixed atomic charges sit at a stationary geometry in a uniform electric field $F$, and let $\mu$ be its dipole moment there. If its internal energy is twice continuously differentiable and rotation invariant, then the Hessian of the total energy, taken along the rigid rotation about an axis $w$, has the value

$$(w\times\mu)\cdot(w\times F).$$

For a unit axis perpendicular to the field this is $\mu\cdot F$. If positive, it is the restoring constant of a dipole that librates about the field direction.

## What a field does to rotational zero modes

A free molecule can be turned at no cost in energy, so at a stationary geometry its Hessian has rotational zero modes. A field removes part of this freedom if the molecule has a nonzero dipole moment there: turning it about an axis across the field now changes the energy. The question is how large the curvature is, given that the molecule has also deformed in the field and its internal forces no longer vanish.

Write $x_i\in\mathbb R^3$ for the position of atom $i$, $q_i$ for its charge, $V(x)$ for the internal energy, and

$$\mu(x)=\sum_i q_i x_i,\qquad W(x)=V(x)-F\cdot\mu(x).$$

An infinitesimal rotation about $w$ displaces atom $i$ by $w\times x_i$; the whole displacement is written $w\times x$. The derivative of $V$ at $x$ along a displacement $v$ is $DV(x)(v)$, and $H(u,v)=D^2W(x)(u,v)$ is the Hessian of $W$ as a bilinear form.

## Statement for two axes

If $DW(x)=0$, then for all $w$ and $w'$

$$H(w\times x,\;w'\times x)=(w\times\mu)\cdot(w'\times F).$$

Three consequences hold under the same assumptions:

- The field exerts no torque on the dipole: $\mu\times F=0$.
- If $w\cdot F=0$, then $H(w\times x,w\times x)=|w|^2\,\mu\cdot F$.
- If no rotation has negative curvature, then $\mu\cdot F\ge 0$.

## Derivation

**No internal torque.** Let $K$ be the map $v\mapsto w\times v$ and $s=|w|^2$, so that $K^T=-K$ and $K^3=-sK$. For $R=1+aK+bK^2$,

$$R^TR=(1+bK^2)^2-a^2K^2=1+(2b-a^2-sb^2)K^2 .$$

Hence $R$ is orthogonal if $a^2+sb^2=2b$. Its determinant is $(1-bs)^2+a^2s=1+s(a^2+sb^2-2b)=1$. The choice

$$a=\frac{2t}{1+st^2},\qquad b=\frac{2t^2}{1+st^2}$$

satisfies the condition for every real $t$. The geometries $c(t)=x+a\,w\times x+b\,w\times(w\times x)$ are therefore rotated copies of $x$, and $V(c(t))=V(x)$. Since $c'(0)=2\,w\times x$, differentiating at $t=0$ gives

$$DV(x)(w\times x)=0\quad\text{at every geometry }x.$$

**The field term.** The dipole is linear in the positions, so

$$DW(x)(v)=DV(x)(v)-F\cdot\mu(v),\qquad D^2W=D^2V.$$

At a stationary geometry, $DV(x)(v)=F\cdot\mu(v)$. Moreover $\mu(w\times x)=w\times\mu(x)$.

**The curvature.** The torque identity for $w'$ holds at every geometry, so it can be differentiated along $w\times x$. The product rule gives

$$D^2V(x)(w\times x,\,w'\times x)+DV(x)\big(w'\times(w\times x)\big)=0 .$$

Replacing the internal force by the field force,

$$H(w\times x,w'\times x)=-F\cdot\big(w'\times(w\times\mu)\big)=(w\times\mu)\cdot(w'\times F).$$

**The consequences.** Stationarity and the torque identity give $0=F\cdot(w\times\mu)=w\cdot(\mu\times F)$ for every $w$; taking $w=\mu\times F$ yields $\mu\times F=0$. For equal axes,

$$(w\times\mu)\cdot(w\times F)=|w|^2\,\mu\cdot F-(w\cdot F)(\mu\cdot w),$$

and the last term vanishes if $w\perp F$. Summed over three Cartesian unit axes, the right-hand side is $3\mu\cdot F-\mu\cdot F=2\mu\cdot F$. If each of the three curvatures is nonnegative, so is $\mu\cdot F$.

## The zero-field limit

For $F=0$ the formula gives zero for every pair of axes, as expected of free rotations. In a nonzero field, the rotation about the field direction still has zero curvature, because $F\times F=0$.

In a vibrational analysis of a fixed-charge model in a uniform field, projecting out all three rotations as zero modes would thus discard real curvature whenever $\mu\cdot F\neq0$.

## How the Lean definitions read

`Config ι` assigns a vector in $\mathbb R^3$ to each element of a finite index type `ι`, the set of atoms. `rot w x` is the displacement $w\times x$, `dipole q x` is $\mu$, and `fieldEnergy V q F` is $W$. The symbols `⨯₃` and `⬝ᵥ` are the cross and dot products.

`RotationInvariant V` asks for invariance under matrices with $R^TR=1$ and $\det R=1$ only, so an energy that distinguishes mirror images is allowed. Stationarity is the hypothesis `fderiv ℝ (fieldEnergy V q F) x = 0`: on every atom the internal force and the force of the field cancel. `hessian W x u v` differentiates the gradient along `u` and evaluates the result on `v`, in Cartesian coordinates without mass weighting.

The axis `w` need not be a unit vector, and the curvature scales with $|w|^2$. It is an energy per squared radian when $|w|=1$. A libration frequency would also need the masses and the coupling to the vibrations.

Rotations are about the origin, and so is the dipole. Translation invariance of `V` is not assumed. If it does hold, a stationary geometry in a nonzero field requires zero total charge, and $\mu$ is then independent of the origin.

The hypothesis `ContDiff ℝ 2 V` demands smoothness on the whole configuration space, which excludes energies that diverge when atoms coincide, such as the Coulomb energy of point charges. The derivation by hand differentiates $V$ only at $x$ and at nearby geometries, so it still applies to such an energy if $V$ is twice continuously differentiable near $x$. The charges here are constants, whereas the electrons of a real molecule respond to the geometry and to the field. For a polarizable molecule it is therefore not enough to insert its computed dipole moment into the formula: the polarizability contributes to the curvature as well.

## The complete Lean source

```lean
import Mathlib

open Matrix

namespace LibrationInField

noncomputable section

/-- A molecular geometry: one position vector in three-dimensional space for each atom. -/
abbrev Config (ι : Type*) := ι → Fin 3 → ℝ

/-- The displacement `w × x_i` of every atom in an infinitesimal rotation about `w`. -/
def rot {ι : Type*} (w : Fin 3 → ℝ) (x : Config ι) : Config ι := fun i => w ⨯₃ x i

/-- The energy is unchanged when all atoms are turned by the same proper rotation. -/
def RotationInvariant {ι : Type*} (V : Config ι → ℝ) : Prop :=
  ∀ R : Matrix (Fin 3) (Fin 3) ℝ, Rᵀ * R = 1 → R.det = 1 →
    ∀ x, V (fun i => R *ᵥ x i) = V x

/-- The matrix of the map `v ↦ v + a w × v + b w × (w × v)`. -/
def turn (a b : ℝ) (w : Fin 3 → ℝ) : Matrix (Fin 3) (Fin 3) ℝ :=
  !![1 - b * (w 1 ^ 2 + w 2 ^ 2), b * w 0 * w 1 - a * w 2, b * w 0 * w 2 + a * w 1;
     b * w 0 * w 1 + a * w 2, 1 - b * (w 0 ^ 2 + w 2 ^ 2), b * w 1 * w 2 - a * w 0;
     b * w 0 * w 2 - a * w 1, b * w 1 * w 2 + a * w 0, 1 - b * (w 0 ^ 2 + w 1 ^ 2)]

/-- The matrix `turn a b w` is a proper rotation if `a² + |w|² b² = 2b`. -/
theorem turn_isRotation (a b : ℝ) (w : Fin 3 → ℝ)
    (h : a ^ 2 + (w 0 ^ 2 + w 1 ^ 2 + w 2 ^ 2) * b ^ 2 = 2 * b) :
    (turn a b w)ᵀ * turn a b w = 1 ∧ (turn a b w).det = 1 := by
  constructor
  · ext i j
    fin_cases i <;> fin_cases j <;> simp [turn, Matrix.mul_apply, Fin.sum_univ_three]
    · linear_combination (w 1 ^ 2 + w 2 ^ 2) * h
    · linear_combination (-(w 0 * w 1)) * h
    · linear_combination (-(w 0 * w 2)) * h
    · linear_combination (-(w 0 * w 1)) * h
    · linear_combination (w 0 ^ 2 + w 2 ^ 2) * h
    · linear_combination (-(w 1 * w 2)) * h
    · linear_combination (-(w 0 * w 2)) * h
    · linear_combination (-(w 1 * w 2)) * h
    · linear_combination (w 0 ^ 2 + w 1 ^ 2) * h
  · simp [turn, Matrix.det_fin_three]
    linear_combination (w 0 ^ 2 + w 1 ^ 2 + w 2 ^ 2) * h

variable {ι : Type*} [Fintype ι]

/-- The dipole moment `μ = ∑ q_i x_i` of point charges. -/
def dipole (q : ι → ℝ) (x : Config ι) : Fin 3 → ℝ := ∑ i, q i • x i

/-- The energy `W = V - F · μ` of the molecule in a uniform field `F`. -/
def fieldEnergy (V : Config ι → ℝ) (q : ι → ℝ) (F : Fin 3 → ℝ) (x : Config ι) : ℝ :=
  V x - F ⬝ᵥ dipole q x

/-- The Hessian of an energy at `x`, as a bilinear form in two displacements. -/
def hessian (W : Config ι → ℝ) (x u v : Config ι) : ℝ := fderiv ℝ (fderiv ℝ W) x u v

/-- A differentiable, rotation-invariant energy exerts no net torque: its derivative along
every infinitesimal rotation vanishes, at any geometry. -/
theorem no_internal_torque {V : Config ι → ℝ} (hV : Differentiable ℝ V)
    (hrot : RotationInvariant V) (w : Fin 3 → ℝ) (x : Config ι) :
    fderiv ℝ V x (rot w x) = 0 := by
  obtain ⟨s, hs⟩ : ∃ s, s = w 0 ^ 2 + w 1 ^ 2 + w 2 ^ 2 := ⟨_, rfl⟩
  have hs0 : 0 ≤ s := by rw [hs]; positivity
  -- a curve of rotated geometries through `x`
  let c : ℝ → Config ι := fun t => x + (2 * t / (1 + s * t ^ 2)) • rot w x
    + (2 * t ^ 2 / (1 + s * t ^ 2)) • rot w (rot w x)
  have hconst : V ∘ c = fun _ => V x := by
    funext t
    have hk : (1 + s * t ^ 2) * (1 + s * t ^ 2)⁻¹ = 1 := mul_inv_cancel₀ (by positivity)
    obtain ⟨h1, h2⟩ := turn_isRotation (2 * t / (1 + s * t ^ 2))
      (2 * t ^ 2 / (1 + s * t ^ 2)) w (by
        rw [← hs, div_eq_mul_inv, div_eq_mul_inv]
        linear_combination (4 * t ^ 2 * (1 + s * t ^ 2)⁻¹) * hk)
    refine Eq.trans (congrArg V ?_) (hrot _ h1 h2 x)
    funext i k
    fin_cases k <;>
      simp [c, turn, rot, cross_apply, Matrix.mulVec, dotProduct, Fin.sum_univ_three,
        Matrix.vecHead, Matrix.vecTail] <;> ring
  -- its velocity at `t = 0` is twice the infinitesimal rotation
  have hd : HasDerivAt (fun t : ℝ => 1 + s * t ^ 2) 0 0 :=
    (((hasDerivAt_pow 2 (0 : ℝ)).const_mul s).const_add 1).congr_deriv (by simp)
  have ha : HasDerivAt (fun t : ℝ => 2 * t / (1 + s * t ^ 2)) 2 0 :=
    (((hasDerivAt_id' (0 : ℝ)).const_mul 2).fun_div hd (by simp)).congr_deriv (by simp)
  have hb : HasDerivAt (fun t : ℝ => 2 * t ^ 2 / (1 + s * t ^ 2)) 0 0 :=
    (((hasDerivAt_pow 2 (0 : ℝ)).const_mul 2).fun_div hd (by simp)).congr_deriv (by simp)
  have hc : HasDerivAt c ((2 : ℝ) • rot w x) 0 :=
    (((ha.smul_const (rot w x)).const_add x).fun_add
      (hb.smul_const (rot w (rot w x)))).congr_deriv (by simp)
  have hVc : HasFDerivAt V (fderiv ℝ V x) (c 0) := by
    have h0 : c 0 = x := by simp [c]
    rw [h0]
    exact (hV x).hasFDerivAt
  have h1 := hVc.comp_hasDerivAt (0 : ℝ) hc
  rw [hconst] at h1
  have h2 := h1.unique (hasDerivAt_const (0 : ℝ) (V x))
  rw [map_smul, smul_eq_mul] at h2
  linarith

/-- For a twice continuously differentiable `V`, a uniform field subtracts the force on the charges
from the gradient and leaves the Hessian unchanged. -/
theorem field_derivatives {V : Config ι → ℝ} (hV : ContDiff ℝ 2 V) (q : ι → ℝ)
    (F : Fin 3 → ℝ) (x : Config ι) :
    (∀ v, fderiv ℝ (fieldEnergy V q F) x v = fderiv ℝ V x v - F ⬝ᵥ dipole q v) ∧
      ∀ u v, hessian (fieldEnergy V q F) x u v = hessian V x u v := by
  let L : Config ι →L[ℝ] ℝ := LinearMap.toContinuousLinearMap
    { toFun := fun y => F ⬝ᵥ dipole q y
      map_add' := fun y z => by
        simp [dipole, Finset.sum_add_distrib, dotProduct_add]
      map_smul' := fun r y => by
        have h : dipole q (r • y) = r • dipole q y := by
          simp only [dipole, Finset.smul_sum, Pi.smul_apply]
          exact Finset.sum_congr rfl fun i _ => smul_comm _ _ _
        show F ⬝ᵥ dipole q (r • y) = r • (F ⬝ᵥ dipole q y)
        rw [h, dotProduct_smul] }
  have h1 : ∀ y, fderiv ℝ (fieldEnergy V q F) y = fderiv ℝ V y - L := fun y =>
    ((hV.differentiable (by norm_num) y).hasFDerivAt.fun_sub L.hasFDerivAt).fderiv
  refine ⟨fun v => by rw [h1]; rfl, fun u v => ?_⟩
  have h2 : fderiv ℝ (fieldEnergy V q F) = fun y => fderiv ℝ V y - L := funext h1
  simp only [hessian, h2, fderiv_sub_const]

/-- An infinitesimal rotation of the molecule changes its dipole moment by `w × μ`. -/
theorem dipole_rot (q : ι → ℝ) (w : Fin 3 → ℝ) (x : Config ι) :
    dipole q (rot w x) = w ⨯₃ dipole q x := by
  simp only [dipole, rot, map_sum, map_smul]

variable {V : Config ι → ℝ} {q : ι → ℝ} {F : Fin 3 → ℝ} {x : Config ι}

/-- If `V` is twice continuously differentiable and rotation invariant, then the field exerts
no torque on the dipole at a stationary geometry of `W`: `μ × F = 0`. -/
theorem dipole_cross_field (hV : ContDiff ℝ 2 V) (hrot : RotationInvariant V)
    (hx : fderiv ℝ (fieldEnergy V q F) x = 0) : dipole q x ⨯₃ F = 0 := by
  have h : ∀ w, F ⬝ᵥ (w ⨯₃ dipole q x) = 0 := fun w => by
    have h1 := (field_derivatives hV q F x).1 (rot w x)
    rw [hx, no_internal_torque (hV.differentiable (by norm_num)) hrot, dipole_rot] at h1
    simpa using h1
  have e : ∀ w m : Fin 3 → ℝ, w ⬝ᵥ (m ⨯₃ F) = F ⬝ᵥ (w ⨯₃ m) := fun w m => by
    simp [cross_apply, dotProduct, Fin.sum_univ_three]
    ring
  exact dotProduct_self_eq_zero.mp ((e _ _).trans (h _))

/-- Let `V` be twice continuously differentiable and rotation invariant, and `x` stationary for
`W = V - F · μ`. The Hessian of `W` between the rotations about `w` and `w'` is
`(w × μ) · (w' × F)`. -/
theorem libration_matrix (hV : ContDiff ℝ 2 V) (hrot : RotationInvariant V)
    (hx : fderiv ℝ (fieldEnergy V q F) x = 0) (w w' : Fin 3 → ℝ) :
    hessian (fieldEnergy V q F) x (rot w x) (rot w' x)
      = (w ⨯₃ dipole q x) ⬝ᵥ (w' ⨯₃ F) := by
  let R : Config ι →L[ℝ] Config ι := LinearMap.toContinuousLinearMap
    { toFun := rot w'
      map_add' := fun y z => by funext i; simp [rot]
      map_smul' := fun r y => by funext i; simp [rot] }
  have hdV : Differentiable ℝ (fderiv ℝ V) :=
    (hV.fderiv_right (m := 1) one_add_one_eq_two.le).differentiable (by norm_num)
  -- differentiate the torque identity along the rotation about `w`
  have h := (hdV x).hasFDerivAt.clm_apply (R.hasFDerivAt (x := x))
  have h0 : (fun y => fderiv ℝ V y (R y)) = fun _ => (0 : ℝ) :=
    funext fun y => no_internal_torque (hV.differentiable (by norm_num)) hrot w' y
  rw [h0] at h
  have h2 : fderiv ℝ V x (rot w' (rot w x)) + hessian V x (rot w x) (rot w' x) = 0 :=
    DFunLike.congr_fun (h.unique (hasFDerivAt_const (0 : ℝ) x)) (rot w x)
  -- stationarity replaces the internal force by the force of the field
  have h3 := (field_derivatives hV q F x).1 (rot w' (rot w x))
  rw [hx, dipole_rot, dipole_rot, _root_.zero_apply] at h3
  have e : ∀ m : Fin 3 → ℝ, F ⬝ᵥ (w' ⨯₃ m) = -(m ⬝ᵥ (w' ⨯₃ F)) := fun m => by
    simp [cross_apply, dotProduct, Fin.sum_univ_three]
    ring
  rw [e] at h3
  rw [(field_derivatives hV q F x).2]
  linarith

/-- For twice continuously differentiable, rotation-invariant `V` and `x` stationary in the
field, the force constant of libration about an axis `w` perpendicular to `F` is `|w|² μ · F`. -/
theorem libration_perpendicular (hV : ContDiff ℝ 2 V) (hrot : RotationInvariant V)
    (hx : fderiv ℝ (fieldEnergy V q F) x = 0) (w : Fin 3 → ℝ) (hw : w ⬝ᵥ F = 0) :
    hessian (fieldEnergy V q F) x (rot w x) (rot w x) = (w ⬝ᵥ w) * (dipole q x ⬝ᵥ F) := by
  rw [libration_matrix hV hrot hx, cross_dot_cross, hw, zero_mul, sub_zero]

/-- Let `V` be twice continuously differentiable and rotation invariant, and `x` stationary in
the field. If no infinitesimal rotation has negative curvature, then `μ · F ≥ 0`. -/
theorem dipole_along_field_of_stable (hV : ContDiff ℝ 2 V) (hrot : RotationInvariant V)
    (hx : fderiv ℝ (fieldEnergy V q F) x = 0)
    (hstable : ∀ w, 0 ≤ hessian (fieldEnergy V q F) x (rot w x) (rot w x)) :
    0 ≤ dipole q x ⬝ᵥ F := by
  simp only [libration_matrix hV hrot hx] at hstable
  -- the force constants about three Cartesian axes add up to `2 μ · F`
  have e : ∀ m : Fin 3 → ℝ, (![1, 0, 0] ⨯₃ m) ⬝ᵥ (![1, 0, 0] ⨯₃ F)
      + (![0, 1, 0] ⨯₃ m) ⬝ᵥ (![0, 1, 0] ⨯₃ F)
      + (![0, 0, 1] ⨯₃ m) ⬝ᵥ (![0, 0, 1] ⨯₃ F) = 2 * (m ⬝ᵥ F) := fun m => by
    simp [cross_apply, dotProduct, Fin.sum_univ_three]
    ring
  linarith [e (dipole q x), hstable ![1, 0, 0], hstable ![0, 1, 0], hstable ![0, 0, 1]]

end

end LibrationInField
```

```lean
#print axioms LibrationInField.dipole_cross_field
#print axioms LibrationInField.libration_perpendicular
#print axioms LibrationInField.dipole_along_field_of_stable
```

```
'LibrationInField.dipole_cross_field' depends on axioms: [propext, Classical.choice, Quot.sound]
'LibrationInField.libration_perpendicular' depends on axioms: [propext, Classical.choice, Quot.sound]
'LibrationInField.dipole_along_field_of_stable' depends on axioms: [propext, Classical.choice, Quot.sound]
```

## From the rotation family to the curvature

`turn a b w` is the matrix $1+aK+bK^2$ written out in components. `turn_isRotation` checks the nine entries of $R^TR$ and then the determinant; in each case `linear_combination` names the multiple of the condition $a^2+sb^2=2b$ that closes the identity. The family is rational in $t$, so no trigonometric functions enter.

`no_internal_torque` defines the curve `c` and proves in `hconst` that $V$ is constant along it, by recognising $c(t)$ as the rotated geometry component by component. The facts `ha` and `hb` give the derivatives $2$ and $0$ of the two coefficients at $t=0$, and `hc` combines them into the velocity $2\,w\times x$. The chain rule and the constancy of $V\circ c$ give two values for the same derivative. Uniqueness of derivatives equates them, and the factor 2 is removed.

`field_derivatives` packages $y\mapsto F\cdot\mu(y)$ as a continuous linear map `L`. The derivative of $W$ is that of $V$ minus the constant `L`, which disappears on the second differentiation. `dipole_rot` is the identity $\mu(w\times x)=w\times\mu(x)$, from linearity of the cross product.

`dipole_cross_field` evaluates the stationarity condition on a rotation. Its last line sets $w=\mu\times F$ and uses that a real vector with zero self-product is zero.

In `libration_matrix` the letter `R` denotes the linear map $y\mapsto w'\times y$, not a rotation matrix. The function $y\mapsto DV(y)(Ry)$ is identically zero by the torque identity. The product rule `clm_apply` computes its derivative, and evaluating that on `rot w x` gives `h2`, the two-term identity of the derivation. `h3` brings in stationarity, `e` is the triple-product identity with its sign, and `linarith` combines them.

`libration_perpendicular` expands the product of cross products with `cross_dot_cross` and uses $w\cdot F=0$. `dipole_along_field_of_stable` verifies the sum over the three Cartesian axes in `e` and adds the three stability inequalities.
